# An idempotent one-matrix gives a Hartree-Fock two-matrix for finitely many fermion modes

If a state on finitely many fermion modes has an idempotent one-particle density matrix, its two-particle density matrix is the direct product of one-matrix elements minus the exchange product. Idempotency means that every natural orbital is either filled or empty. Neither a Slater determinant nor a particle number is assumed, and no energy is minimised. When the modes are the spin orbitals of a finite orthonormal basis, the mean two-body interaction energy of such a state therefore depends on the one-matrix alone.

The operators live in a complex star-algebra `A`, where `star` is the adjoint; no Hilbert space is needed.

In Lean 4 with Mathlib:

```lean
import Mathlib

open scoped ComplexOrder ComplexConjugate Kronecker Matrix

namespace HartreeFockFactorisation

noncomputable section

variable {ι A : Type*} [Fintype ι] [DecidableEq ι]
  [Ring A] [StarRing A] [Algebra ℂ A] [StarModule ℂ A]
```

The annihilators $a_i$ are labelled by a finite set `ι`. The relations between creators follow from `anti` by taking adjoints.

```lean
/-- The canonical anticommutation relations for annihilation operators `a i`. -/
structure IsCAR (a : ι → A) : Prop where
  anti : ∀ i j, a i * a j + a j * a i = 0
  mixed : ∀ i j, a i * star (a j) + star (a j) * a i = if i = j then 1 else 0
```

A state is a linear functional $w$ on all of $A$, pure or mixed. The inequality in `pos` says that $w(x^*x)$ is real and nonnegative.

```lean
/-- A state: a positive linear functional with value one on the identity. -/
structure IsState (w : A →ₗ[ℂ] ℂ) : Prop where
  pos : ∀ x, 0 ≤ w (star x * x)
  one : w 1 = 1
```

The one-matrix is $\gamma_{ik}=w(a_i^*a_k)$, written `γ` in the theorems.

```lean
/-- The one-particle density matrix, with entry `w(a_i* a_k)` in row `i` and column `k`. -/
def oneMatrix (w : A →ₗ[ℂ] ℂ) (a : ι → A) : Matrix ι ι ℂ :=
  Matrix.of fun i k => w (star (a i) * a k)
```

In `twoMatrix w a i j k l` the annihilators stand in the order $a_l a_k$.

```lean
/-- The two-particle density matrix `w(a_i* a_j* a_l a_k)`. -/
def twoMatrix (w : A →ₗ[ℂ] ℂ) (a : ι → A) (i j k l : ι) : ℂ :=
  w (star (a i) * star (a j) * a l * a k)
```

For any matrix $g$, `occ a g k` is $d_k=\sum_m g_{mk}a_m$. From (e) on, $g=\gamma$.

```lean
/-- The combination `∑ m, g(m,k) a_m`, with column `k` of the matrix `g` as coefficients. -/
def occ (a : ι → A) (g : Matrix ι ι ℂ) (k : ι) : A := ∑ m, g m k • a m
```

## (a) The square of a superposition

For $x,y\in A$ and complex $t$, show that
$$w((y+tx)^*(y+tx))=w(y^*y)+t\,w(y^*x)+\bar t\,w(x^*y)+|t|^2w(x^*x).$$

**Solution.** Since $(y+tx)^*=y^*+\bar t x^*$, multiply out and use linearity. `simp` and `ring` do the same.

```lean
variable {w : A →ₗ[ℂ] ℂ} {a : ι → A}

local notation "γ" => oneMatrix w a

/-- The value of a linear functional on `z* z` for `z = y + t x`, written out in four terms. -/
theorem state_expand (w : A →ₗ[ℂ] ℂ) (x y : A) (t : ℂ) :
    w (star (y + t • x) * (y + t • x)) = w (star y * y) + t * w (star y * x)
      + conj t * w (star x * y) + conj t * t * w (star x * x) := by
  simp only [star_add, star_smul, add_mul, mul_add, smul_mul_assoc, mul_smul_comm,
    map_add, map_smul, smul_eq_mul, starRingEnd_apply]
  ring
```

## (b) Conjugate symmetry

Show that $w(x^*y)=\overline{w(y^*x)}$ for a state.

**Solution.** The left side of (a) is real, as are $w(x^*x)$ and $w(y^*y)$. With $t=1$, $w(y^*x)+w(x^*y)$ is real, so the imaginary parts are opposite. With $t=i$, $i(w(y^*x)-w(x^*y))$ is real, so the real parts agree. These are `h1` and `h2`.

```lean
/-- In a state, exchanging `x` and `y` in `w(x* y)` gives the complex conjugate. -/
theorem state_conj_symm (hw : IsState w) (x y : A) :
    w (star x * y) = conj (w (star y * x)) := by
  have hx := (Complex.nonneg_iff.1 (hw.pos x)).2
  have hy := (Complex.nonneg_iff.1 (hw.pos y)).2
  -- the expectations for t = 1 and t = i are both real
  have h1 := (Complex.nonneg_iff.1 (hw.pos (y + (1 : ℂ) • x))).2
  have h2 := (Complex.nonneg_iff.1 (hw.pos (y + Complex.I • x))).2
  rw [state_expand] at h1 h2
  simp only [map_one, Complex.conj_I, Complex.add_im, Complex.mul_im, Complex.mul_re,
    Complex.neg_re, Complex.neg_im, Complex.one_re, Complex.one_im,
    Complex.I_re, Complex.I_im] at h1 h2
  apply Complex.ext
  · rw [Complex.conj_re]; linarith
  · rw [Complex.conj_im]; linarith
```

## (c) Null vectors

From here on $w$ is a state. Let $w(x^*x)=0$. Show that $w(y^*x)=0$ for every $y$.

**Solution.** Put $c=w(y^*x)$ and $t=-s\bar c$ with $s$ real. By (a) and (b),
$$0\le w(y^*y)-2s|c|^2,$$
which is `key`. If $c\ne0$, the choice $s=(w(y^*y)+1)/(2|c|^2)$ makes the right side $-1$, a contradiction.

```lean
/-- If `w(x* x) = 0`, then `w(y* x) = 0` for every `y`. -/
theorem state_null (hw : IsState w) {x : A} (hx : w (star x * x) = 0) (y : A) :
    w (star y * x) = 0 := by
  have key : ∀ s : ℝ,
      0 ≤ (w (star y * y)).re - 2 * s * Complex.normSq (w (star y * x)) := by
    intro s
    have h := (Complex.nonneg_iff.1
      (hw.pos (y + (-(s : ℂ) * conj (w (star y * x))) • x))).1
    rw [state_expand, hx, state_conj_symm hw x y] at h
    simp only [map_mul, map_neg, Complex.conj_ofReal, Complex.conj_conj, Complex.add_re,
      Complex.mul_re, Complex.mul_im, Complex.neg_re, Complex.neg_im, Complex.ofReal_re,
      Complex.ofReal_im, Complex.conj_re, Complex.conj_im, mul_zero, Complex.zero_re] at h
    rw [Complex.normSq_apply]
    linarith
  by_contra hne
  have hN : 0 < Complex.normSq (w (star y * x)) := Complex.normSq_pos.2 hne
  -- a large s would make the expectation negative
  have h := key (((w (star y * y)).re + 1) / (2 * Complex.normSq (w (star y * x))))
  have e : 2 * (((w (star y * y)).re + 1) / (2 * Complex.normSq (w (star y * x))))
      * Complex.normSq (w (star y * x)) = (w (star y * y)).re + 1 := by
    field_simp
  linarith
```

## (d) Passing a creator

For any matrix $g$, show that $a_j^*d_k=g_{jk}1-d_ka_j^*$.

**Solution.** Multiply $a_j^*a_m=\delta_{mj}1-a_ma_j^*$ by $g_{mk}$ and sum over $m$.

```lean
omit [StarModule ℂ A] in
/-- Passing `a_j*` through `occ a g k` changes the sign and adds `g(j,k)` times the identity. -/
theorem star_mul_occ (ha : IsCAR a) (g : Matrix ι ι ℂ) (j k : ι) :
    star (a j) * occ a g k = g j k • (1 : A) - occ a g k * star (a j) := by
  have h : ∀ m, star (a j) * a m = (if m = j then 1 else 0) - a m * star (a j) := by
    intro m
    rw [← ha.mixed m j]
    abel
  simp only [occ, Finset.mul_sum, Finset.sum_mul, mul_smul_comm, smul_mul_assoc, h,
    smul_sub, Finset.sum_sub_distrib]
  congr 1
  simp [smul_ite]
```

## (e) Projection preserves the one-matrix

Let $\gamma^2=\gamma$. Show that $w(a_i^*d_k)=\gamma_{ik}$.

**Solution.** $w(a_i^*d_k)=\sum_m\gamma_{mk}\gamma_{im}=(\gamma^2)_{ik}=\gamma_{ik}$.

```lean
omit [DecidableEq ι] [StarModule ℂ A] in
/-- If the one-matrix `γ` is idempotent, replacing `a_k` by `occ a γ k` in `w(a_i* a_k)` leaves the
value unchanged. -/
theorem oneMatrix_occ (hg : γ * γ = γ) (i k : ι) : w (star (a i) * occ a γ k) = γ i k := by
  have h := congrFun (congrFun hg i) k
  rw [Matrix.mul_apply] at h
  refine Eq.trans ?_ h
  simp only [occ, Finset.mul_sum, mul_smul_comm, map_sum, map_smul, smul_eq_mul]
  exact Finset.sum_congr rfl fun m _ => mul_comm _ _
```

## (f) Replacement at the right end

Under the same condition, show that $w(xa_k)=w(xd_k)$ for every $x$.

**Solution.** Let $r=a_k-d_k$. By (e), $w(a_i^*r)=\gamma_{ik}-\gamma_{ik}=0$ for all $i$. Since $r^*$ is a linear combination of the $a_i^*$, $w(r^*r)=0$ (`hn`). Part (c) with $y=x^*$ gives $w(xr)=0$.

```lean
omit [DecidableEq ι] in
/-- If the one-matrix `γ` is idempotent, an annihilator at the right end of an expectation value may
be replaced by its projection. -/
theorem replace_right (hw : IsState w) (hg : γ * γ = γ) (x : A) (k : ι) :
    w (x * a k) = w (x * occ a γ k) := by
  have h : ∀ i, w (star (a i) * (a k - occ a γ k)) = 0 := by
    intro i
    rw [mul_sub, map_sub, oneMatrix_occ hg]
    exact sub_self (γ i k)
  have hs : star (a k - occ a γ k) = star (a k) - ∑ m, star (γ m k) • star (a m) := by
    simp only [occ, star_sub, star_sum, star_smul]
  -- the unoccupied part of a_k is a null vector of the state
  have hn : w (star (a k - occ a γ k) * (a k - occ a γ k)) = 0 := by
    rw [hs]
    simp only [sub_mul, Finset.sum_mul, smul_mul_assoc, map_sub, map_sum, map_smul, h,
      smul_zero, Finset.sum_const_zero, sub_zero]
  have h0 := state_null hw hn (star x)
  rw [star_star, mul_sub, map_sub] at h0
  exact sub_eq_zero.1 h0
```

## (g) Vanishing at the left end

Show that $w(d_kx)=0$ for every $x$, again with $\gamma^2=\gamma$.

**Solution.** By (d), (e) and $w(1)=1$,
$$w(d_ka_p^*)=\gamma_{pk}-w(a_p^*d_k)=0.$$
As $d_k^*$ is a combination of the $a_p^*$, $w(d_kd_k^*)=0$. So $d_k^*$ is null, (c) gives $w(x^*d_k^*)=0$, and (b) gives the claim.

```lean
/-- If the one-matrix `γ` is idempotent, an expectation value with `occ a γ k` at its left end
vanishes. -/
theorem vanish_left (ha : IsCAR a) (hw : IsState w) (hg : γ * γ = γ) (x : A) (k : ι) :
    w (occ a γ k * x) = 0 := by
  have h : ∀ p, w (occ a γ k * star (a p)) = 0 := by
    intro p
    have e : occ a γ k * star (a p) = γ p k • (1 : A) - star (a p) * occ a γ k := by
      rw [star_mul_occ ha, sub_sub_cancel]
    rw [e, map_sub, map_smul, hw.one, oneMatrix_occ hg, smul_eq_mul, mul_one, sub_self]
  have hs : star (occ a γ k) = ∑ m, star (γ m k) • star (a m) := by
    simp only [occ, star_sum, star_smul]
  -- the projected creator is a null vector of the state
  have hn : w (star (star (occ a γ k)) * star (occ a γ k)) = 0 := by
    rw [star_star, hs, Finset.mul_sum, map_sum]
    refine Finset.sum_eq_zero fun m _ => ?_
    rw [mul_smul_comm, map_smul, h, smul_zero]
  have h0 := state_conj_symm hw (star (occ a γ k)) x
  rwa [state_null hw hn x, map_zero, star_star] at h0
```

## (h) Factorisation

For $\gamma^2=\gamma$ and all indices, show that
$$w(a_i^*a_j^*a_la_k)=\gamma_{ik}\gamma_{jl}-\gamma_{il}\gamma_{jk}.$$

**Solution.** By (f), replace $a_k$ by $d_k$. It anticommutes with $a_l$ (`e1`), and (d) takes it past the two creators:
$$\begin{aligned}
a_i^*a_j^*a_ld_k&=-a_i^*a_j^*d_ka_l\\
&=-\gamma_{jk}a_i^*a_l+a_i^*d_ka_j^*a_l\\
&=-\gamma_{jk}a_i^*a_l+\gamma_{ik}a_j^*a_l-d_ka_i^*a_j^*a_l.
\end{aligned}$$
The `calc` block follows these lines. Take expectation values; the last term vanishes by (g).

```lean
/-- Hartree-Fock factorisation: if the one-matrix of a state is idempotent, the two-matrix is
the direct product minus the exchange product of one-matrices. -/
theorem twoMatrix_factorises (ha : IsCAR a) (hw : IsState w) (hg : γ * γ = γ) (i j k l : ι) :
    twoMatrix w a i j k l = γ i k * γ j l - γ i l * γ j k := by
  have e1 : a l * occ a γ k = -(occ a γ k * a l) := by
    simp only [occ, Finset.mul_sum, Finset.sum_mul, mul_smul_comm, smul_mul_assoc]
    rw [← Finset.sum_neg_distrib]
    refine Finset.sum_congr rfl fun m _ => ?_
    rw [eq_neg_of_add_eq_zero_left (ha.anti l m), smul_neg]
  -- move the projected annihilator from the right end to the left end
  have e : star (a i) * star (a j) * a l * occ a γ k
      = γ i k • (star (a j) * a l) - γ j k • (star (a i) * a l)
        - occ a γ k * (star (a i) * star (a j) * a l) := by
    calc star (a i) * star (a j) * a l * occ a γ k
        = star (a i) * star (a j) * (a l * occ a γ k) := by simp only [mul_assoc]
      _ = -(star (a i) * (star (a j) * occ a γ k) * a l) := by
          rw [e1]
          simp only [mul_neg, mul_assoc]
      _ = -(γ j k • (star (a i) * a l)) + (star (a i) * occ a γ k) * star (a j) * a l := by
          rw [star_mul_occ ha _ j k]
          simp only [mul_sub, sub_mul, mul_smul_comm, smul_mul_assoc, mul_one, mul_assoc]
          module
      _ = _ := by
          rw [star_mul_occ ha _ i k]
          simp only [sub_mul, smul_mul_assoc, one_mul, mul_assoc]
          module
  unfold twoMatrix
  rw [replace_right hw hg, e, map_sub, map_sub, map_smul, map_smul, vanish_left ha hw hg]
  show γ i k * γ j l - γ j k * γ i l - 0 = _
  ring
```

The same argument gives a neighbouring result, derived here by hand only: $w(a_la_k)=w(a_ld_k)=-w(d_ka_l)=0$, so such a state has no pairing amplitude.

## (i) Pair density

With $\gamma^2=\gamma$, show that $w(a_i^*a_j^*a_ja_i)=\gamma_{ii}\gamma_{jj}-|\gamma_{ij}|^2$.

**Solution.** Set $k=i$, $l=j$ in (h) and use $\gamma_{ji}=\overline{\gamma_{ij}}$ from (b).

```lean
/-- For an idempotent one-matrix, the pair density of modes `i` and `j` is the product of their
occupations minus the squared modulus of the one-matrix element `γ i j`. -/
theorem pair_density (ha : IsCAR a) (hw : IsState w) (hg : γ * γ = γ) (i j : ι) :
    twoMatrix w a i j i j = γ i i * γ j j - (Complex.normSq (γ i j) : ℂ) := by
  have h : γ j i = conj (γ i j) := state_conj_symm hw (a j) (a i)
  rw [twoMatrix_factorises ha hw hg, h, Complex.mul_conj]
```

## (j) Two filled modes

Check that two filled modes satisfy every hypothesis, and that $w(a_0^*a_1^*a_1a_0)=1$.

**Solution.** Let $s$ be the one-mode annihilator and $p$ the parity.

```lean
/-- The annihilator of a single mode with basis states empty, filled. -/
def lower : Matrix (Fin 2) (Fin 2) ℂ := !![0, 1; 0, 0]

/-- The parity of a single mode. -/
def parity : Matrix (Fin 2) (Fin 2) ℂ := !![1, 0; 0, -1]
```

Take $a_0=s\otimes1$ and $a_1=p\otimes s$.

```lean
/-- The annihilators of two fermion modes, with a parity factor on the first mode. -/
def twoModes : Fin 2 → Matrix (Fin 2 × Fin 2) (Fin 2 × Fin 2) ℂ :=
  ![lower ⊗ₖ 1, parity ⊗ₖ lower]
```

The state reads off the diagonal entry at the filled basis vector $(1,1)$.

```lean
/-- The expectation value in the basis state with both modes filled. -/
def filled : Matrix (Fin 2 × Fin 2) (Fin 2 × Fin 2) ℂ →ₗ[ℂ] ℂ where
  toFun X := X (1, 1) (1, 1)
  map_add' _ _ := rfl
  map_smul' _ _ := rfl
```

The relations follow from $s^2=0$, $p^*=p$, $p^2=1$, $ss^*+s^*s=1$ and the fact that $p$ anticommutes with $s$ and $s^*$. Positivity holds because $w(X^*X)=\sum_k|X_{k,(1,1)}|^2$. Evaluating the entries gives $\gamma=1$, which is idempotent, and (h) gives $1\cdot1-0\cdot0=1$.

```lean
/-- Two filled modes satisfy the anticommutation relations, positivity, normalisation and
idempotency, and have a two-matrix element equal to one. -/
theorem twoMatrix_factorises_witness :
    IsCAR twoModes ∧ IsState filled ∧
      oneMatrix filled twoModes * oneMatrix filled twoModes = oneMatrix filled twoModes ∧
      twoMatrix filled twoModes 0 1 0 1 = 1 := by
  -- the algebra of a single mode
  have ss : lower * lower = 0 := by
    ext i j; fin_cases i <;> fin_cases j <;> simp [lower, Matrix.mul_apply]
  have zz : parity * parity = 1 := by
    ext i j; fin_cases i <;> fin_cases j <;> simp [parity, Matrix.mul_apply]
  have sz : lower * parity + parity * lower = 0 := by
    ext i j; fin_cases i <;> fin_cases j <;> simp [lower, parity]
  have lh : lowerᴴ = !![0, 0; 1, 0] := by
    ext i j; fin_cases i <;> fin_cases j <;> simp [lower]
  have zs : parity * lowerᴴ + lowerᴴ * parity = 0 := by
    rw [lh]
    ext i j; fin_cases i <;> fin_cases j <;> simp [parity]
  have sa : lower * lowerᴴ + lowerᴴ * lower = 1 := by
    rw [lh]
    ext i j; fin_cases i <;> fin_cases j <;> simp [lower]
  have hz : parityᴴ = parity := by
    ext i j; fin_cases i <;> fin_cases j <;> simp [parity]
  have c0 : twoModes 0 = lower ⊗ₖ 1 := rfl
  have c1 : twoModes 1 = parity ⊗ₖ lower := rfl
  have d0 : star (twoModes 0) = lowerᴴ ⊗ₖ 1 := by
    rw [c0, Matrix.star_eq_conjTranspose, Matrix.conjTranspose_kronecker,
      Matrix.conjTranspose_one]
  have d1 : star (twoModes 1) = parity ⊗ₖ lowerᴴ := by
    rw [c1, Matrix.star_eq_conjTranspose, Matrix.conjTranspose_kronecker, hz]
  have a01 : twoModes 0 * twoModes 1 + twoModes 1 * twoModes 0 = 0 := by
    rw [c0, c1, ← Matrix.mul_kronecker_mul, ← Matrix.mul_kronecker_mul, Matrix.one_mul,
      Matrix.mul_one, ← Matrix.add_kronecker, sz, Matrix.zero_kronecker]
  have hc : IsCAR twoModes := by
    refine ⟨Fin.forall_fin_two.2 ⟨Fin.forall_fin_two.2 ⟨?_, a01⟩,
      Fin.forall_fin_two.2 ⟨(add_comm _ _).trans a01, ?_⟩⟩,
      Fin.forall_fin_two.2 ⟨Fin.forall_fin_two.2 ⟨?_, ?_⟩, Fin.forall_fin_two.2 ⟨?_, ?_⟩⟩⟩
    · rw [c0, ← Matrix.mul_kronecker_mul, ss, Matrix.zero_kronecker, add_zero]
    · rw [c1, ← Matrix.mul_kronecker_mul, ss, Matrix.kronecker_zero, add_zero]
    · rw [d0, c0, ← Matrix.mul_kronecker_mul, ← Matrix.mul_kronecker_mul, Matrix.mul_one,
        ← Matrix.add_kronecker, sa, Matrix.one_kronecker_one, if_pos rfl]
    · rw [d1, c0, ← Matrix.mul_kronecker_mul, ← Matrix.mul_kronecker_mul, Matrix.one_mul,
        Matrix.mul_one, ← Matrix.add_kronecker, sz, Matrix.zero_kronecker,
        if_neg (by decide : ¬ (0 : Fin 2) = 1)]
    · rw [d0, c1, ← Matrix.mul_kronecker_mul, ← Matrix.mul_kronecker_mul, Matrix.mul_one,
        Matrix.one_mul, ← Matrix.add_kronecker, zs, Matrix.zero_kronecker,
        if_neg (by decide : ¬ (1 : Fin 2) = 0)]
    · rw [d1, c1, ← Matrix.mul_kronecker_mul, ← Matrix.mul_kronecker_mul,
        ← Matrix.kronecker_add, zz, sa, Matrix.one_kronecker_one, if_pos rfl]
  have hs : IsState filled := by
    constructor
    · intro X
      show 0 ≤ (star X * X) (1, 1) (1, 1)
      rw [Matrix.mul_apply]
      exact Finset.sum_nonneg fun k _ => star_mul_self_nonneg (X k (1, 1))
    · exact Matrix.one_apply_eq _
  have h1 : oneMatrix filled twoModes = 1 := by
    ext i k
    show (star (twoModes i) * twoModes k) (1, 1) (1, 1) = _
    rw [Matrix.mul_apply, Fintype.sum_prod_type]
    fin_cases i <;> fin_cases k <;>
      simp [twoModes, lower, parity, Fin.sum_univ_two, Matrix.star_apply,
        Matrix.kroneckerMap_apply]
  have hg : oneMatrix filled twoModes * oneMatrix filled twoModes
      = oneMatrix filled twoModes := by rw [h1, one_mul]
  refine ⟨hc, hs, hg, ?_⟩
  rw [twoMatrix_factorises hc hs hg, h1]
  simp

end

end HartreeFockFactorisation
```

```lean
#print axioms HartreeFockFactorisation.twoMatrix_factorises
#print axioms HartreeFockFactorisation.pair_density
```

```
'HartreeFockFactorisation.twoMatrix_factorises' depends on axioms: [propext, Classical.choice, Quot.sound]
'HartreeFockFactorisation.pair_density' depends on axioms: [propext, Classical.choice, Quot.sound]
```
